# The overlap matrix of finitely many orbitals is unitary exactly when the orbitals are orthonormal

The columns of a complex matrix $V$ hold the coefficients of finitely many orbitals in a finite orthonormal basis, and $V^\dagger V$ is their overlap (Gram) matrix. The orbitals are not assumed to be normalised or mutually orthogonal. The theorem `gram_unitary_iff` states that $V^\dagger V$ is unitary if and only if $V^\dagger V = 1$, that is, if and only if the orbitals are orthonormal. For the forward direction the attempt sets $D = V^\dagger V - 1$, shows that $(VD)^\dagger(VD) + D^\dagger D = 0$, and reads off from the diagonal, where sums of squared moduli appear, that every entry of $D$ vanishes. The converse only needs the identity matrix to be unitary.

An attempt in Lean 4 with a fault in it:

```lean
import Mathlib

open Matrix Filter Topology

namespace GramUnitaryIff

noncomputable section

variable {K m n : Type*} [NormedAddCommGroup K] [Fintype m] [DecidableEq m]
  [Fintype n] [DecidableEq n]

omit [DecidableEq m] [DecidableEq n] [Fintype n] in
/-- A diagonal entry of a Gram matrix has as its real part the sum of the squared moduli
of the column's entries. -/
theorem gram_diag_re (A : Matrix m n ℂ) (j : n) :
    ((Aᴴ * A) j j).re = ∑ i, Complex.normSq (A i j) := by
  simp [Matrix.mul_apply, Complex.normSq_apply]

omit [DecidableEq m] in
/-- The Gram matrix of a set of orbitals is unitary if and only if the orbitals are
orthonormal. -/
theorem gram_unitary_iff (V : Matrix m n ℂ) :
    Vᴴ * V ∈ Matrix.unitaryGroup n ℂ ↔ Vᴴ * V = 1 := by
  constructor
  · intro h
    have h2 := Matrix.mem_unitaryGroup_iff.mp h
    rw [Matrix.star_eq_conjTranspose, Matrix.conjTranspose_mul,
      Matrix.conjTranspose_conjTranspose] at h2
    have hD : (Vᴴ * V - 1)ᴴ = Vᴴ * V - 1 := by
      rw [Matrix.conjTranspose_sub, Matrix.conjTranspose_mul,
        Matrix.conjTranspose_conjTranspose, Matrix.conjTranspose_one]
    have alg : ∀ G : Matrix n n ℂ, G * G = 1 →
        (G - 1) * G * (G - 1) + (G - 1) * (G - 1) = 0 := by
      intro G hG
      have e : (G - 1) * G * (G - 1) + (G - 1) * (G - 1) = (G - 1) * (G * G - 1) := by
        noncomm_ring
      rw [e, hG, sub_self, mul_zero]
    -- two Gram matrices add up to zero
    have key : (V * (Vᴴ * V - 1))ᴴ * (V * (Vᴴ * V - 1))
        + (Vᴴ * V - 1)ᴴ * (Vᴴ * V - 1) = 0 := by
      rw [Matrix.conjTranspose_mul, hD]
      have e : (Vᴴ * V - 1) * Vᴴ * (V * (Vᴴ * V - 1))
          = (Vᴴ * V - 1) * (Vᴴ * V) * (Vᴴ * V - 1) := by
        simp only [Matrix.mul_assoc]
      rw [e]
      exact alg _ h2
    -- hence every entry of the deviation from the identity vanishes
    apply sub_eq_zero.mp
    ext i j
    have hj := congrArg Complex.re (congrFun (congrFun key j) j)
    rw [Matrix.add_apply, Complex.add_re, gram_diag_re, gram_diag_re,
      Matrix.zero_apply, Complex.zero_re] at hj
    have h1 : 0 ≤ ∑ l, Complex.normSq ((V * (Vᴴ * V - 1) : Matrix m n ℂ) l j) :=
      Finset.sum_nonneg fun l _ => Complex.normSq_nonneg _
    have h3 : Complex.normSq ((Vᴴ * V - 1) i j)
        ≤ ∑ l, Complex.normSq ((Vᴴ * V - 1) l j) :=
      Finset.single_le_sum (f := fun l => Complex.normSq ((Vᴴ * V - 1) l j))
        (fun l _ => Complex.normSq_nonneg _) (Finset.mem_univ i)
    have h4 := Complex.normSq_nonneg ((Vᴴ * V - 1) i j)
    exact Complex.normSq_eq_zero.mp (by linarith)
  · intro h
    rw [h]
    exact one_mem _

end

end GramUnitaryIff
```

Compiling this gives:

```
Main.lean:55:30: error: Function expected at
  Vᴴ * V - 1
but this term has type
  ?m.646

Note: Expected a function because this term is being applied to the argument
  i
Main.lean:56:31: error: Function expected at
  Vᴴ * V - 1
but this term has type
  ?m.661

Note: Expected a function because this term is being applied to the argument
  l
Main.lean:57:58: error: Function expected at
  Vᴴ * V - 1
but this term has type
  ?m.699

Note: Expected a function because this term is being applied to the argument
  l
Main.lean:59:38: error: Function expected at
  Vᴴ * V - 1
but this term has type
  ?m.720

Note: Expected a function because this term is being applied to the argument
  i
Main.lean:60:40: error: linarith failed to find a contradiction
case h1
m : Type u_2
n : Type u_3
inst✝² : Fintype m
inst✝¹ : Fintype n
inst✝ : DecidableEq n
V : Matrix m n ℂ
h : Vᴴ * V ∈ unitaryGroup n ℂ
h2 : Vᴴ * V * (Vᴴ * V) = 1
hD : (Vᴴ * V - 1)ᴴ = Vᴴ * V - 1
alg : ∀ (G : Matrix n n ℂ), G * G = 1 → (G - 1) * G * (G - 1) + (G - 1) * (G - 1) = 0
key : (V * (Vᴴ * V - 1))ᴴ * (V * (Vᴴ * V - 1)) + (Vᴴ * V - 1)ᴴ * (Vᴴ * V - 1) = 0
i j : n
hj : ∑ i, Complex.normSq ((V * (Vᴴ * V - 1)) i j) + ∑ i, Complex.normSq ((Vᴴ * V - 1) i j) = 0
h1 : 0 ≤ ∑ l, Complex.normSq ((V * (Vᴴ * V - 1)) l j)
h3 : Complex.normSq sorry ≤ ∑ l, Complex.normSq sorry
h4 : 0 ≤ Complex.normSq sorry
a✝ : Complex.normSq ((Vᴴ * V - 1) i j) < 0
⊢ False
failed
```

What went wrong. The four "Function expected" errors have one cause. In `(Vᴴ * V - 1) i j`, Lean must know that the bracket is a matrix, hence a function of two indices, before it can apply it to `i`. The factors `Vᴴ` and `V` have different matrix types, and the numeral `1` has no type of its own, so the type of the difference is still undetermined at that point, the `?m.646` of the first message.

The `linarith` error follows from these. Lean put `sorry` in place of the terms it could not elaborate, so `h3` and `h4` say nothing about the entry of `Vᴴ * V - 1` in the goal.

The repair writes `(Vᴴ * V - 1 : Matrix n n ℂ)` in all four places, which gives the bracket a known type before the indices are applied. `h3` and `h4` then concern the right entry, and with `hj` and `h1` they let `linarith` show that its squared modulus is zero. The new line break after `Finset.single_le_sum` is only layout.

This version goes through:

```diff
@@ -53,9 +53,10 @@
     have h1 : 0 ≤ ∑ l, Complex.normSq ((V * (Vᴴ * V - 1) : Matrix m n ℂ) l j) :=
       Finset.sum_nonneg fun l _ => Complex.normSq_nonneg _
-    have h3 : Complex.normSq ((Vᴴ * V - 1) i j)
-        ≤ ∑ l, Complex.normSq ((Vᴴ * V - 1) l j) :=
-      Finset.single_le_sum (f := fun l => Complex.normSq ((Vᴴ * V - 1) l j))
+    have h3 : Complex.normSq ((Vᴴ * V - 1 : Matrix n n ℂ) i j)
+        ≤ ∑ l, Complex.normSq ((Vᴴ * V - 1 : Matrix n n ℂ) l j) :=
+      Finset.single_le_sum
+        (f := fun l => Complex.normSq ((Vᴴ * V - 1 : Matrix n n ℂ) l j))
         (fun l _ => Complex.normSq_nonneg _) (Finset.mem_univ i)
-    have h4 := Complex.normSq_nonneg ((Vᴴ * V - 1) i j)
+    have h4 := Complex.normSq_nonneg ((Vᴴ * V - 1 : Matrix n n ℂ) i j)
     exact Complex.normSq_eq_zero.mp (by linarith)
   · intro h
```
